# The singlet as the common kernel of total Sx and total Sz

## Question

Take two spins ½. Both ↑↓ − ↓↑ and ↑↓ + ↓↑ give zero under total Sz, but total Sx gives zero on the first and ↑↑ + ↓↓ on the second. I expect the rule to be that ψ in ℂ² ⊗ ℂ² satisfies Sxψ = 0 and Szψ = 0 exactly when it is a multiple of ↑↓ − ↓↑, and that Syψ = 0 then follows. Is anything special about the axes x and z? Could you state and prove this in Lean 4 with Mathlib?

## Answer

Write ψ = a ↑↑ + b ↑↓ + c ↓↑ + d ↓↓ and set ħ = 1. Then

Szψ = a ↑↑ − d ↓↓

Sxψ = ½(b + c)(↑↑ + ↓↓) + ½(a + d)(↑↓ + ↓↑)

The condition Szψ = 0 forces a = d = 0, and Sxψ = 0 then forces c = −b, so ψ = b(↑↓ − ↓↑). Conversely, both right-hand sides vanish when a = d = b + c = 0. The axes are not special: the only properties of sx and sz that are needed are that both are traceless and that they do not commute.

### Modelling choices

A one-spin operator (`SpinOp`) is a complex 2×2 matrix in the basis ↑ (index 0), ↓ (index 1), and `sx`, `sy`, `sz` are the Pauli matrices divided by two. A two-spin state (`TwoSpin`) is its list of amplitudes ψ(i, j), with i belonging to the first spin and j to the second, so `ψ (0, 1)` is the amplitude of ↑↓. The product state `tensor a b` has amplitudes a(i) b(j). The operator `total A` is the Kronecker sum A ⊗ 1 + 1 ⊗ A, and `Sx`, `Sy`, `Sz` are this sum for `sx`, `sy`, `sz`. The action of an operator on a state is `*ᵥ`. The states `singlet` and `tripletZero` carry no factor 1/√2, which changes nothing for statements about scalar multiples. No inner product enters, and "annihilated" means that the vector Sψ is zero, a stronger condition than a vanishing expectation value.

### Derivation by hand

Write T(A) = A ⊗ 1 + 1 ⊗ A. The first term acts on the first index and the second term on the second:

(T(A)ψ)(i, j) = Σₖ A(i, k) ψ(k, j) + Σₖ A(j, k) ψ(i, k)

For ψ = ↑↓ − ↓↑ the ↑↑ component is −A₀₁ + A₀₁ = 0, the ↓↓ component is A₁₀ − A₁₀ = 0, and the ↑↓ and ↓↑ components are +(A₀₀ + A₁₁) and −(A₀₀ + A₁₁). Hence

T(A)(↑↓ − ↓↑) = (tr A)(↑↓ − ↓↑)

and for every traceless A the operator T(A) annihilates all multiples of the singlet. This is the "if" direction.

For the converse, put u = ψ↑↑, v = ψ↓↓, w = ψ↑↓ + ψ↓↑. A state is a multiple of the singlet exactly when u = v = w = 0, the factor being ψ↑↓. Let A have rows (α, β), (γ, −α). The ↑↑, ↑↓ and ↓↓ components of T(A)ψ = 0 read

a₁ = 2αu + βw = 0

a₂ = βv + γu = 0

a₃ = γw − 2αv = 0

and the ↓↑ component repeats a₂. A second traceless operator B with entries α′, β′, γ′ gives b₁, b₂, b₃ of the same form. Define the minors

m₁ = βγ′ − β′γ,  m₂ = αβ′ − βα′,  m₃ = γα′ − αγ′

Multiplying out, AB − BA has rows (m₁, 2m₂), (2m₃, −m₁), so A and B fail to commute exactly when some minor is nonzero. Each amplitude times each minor is a combination of the six equations:

u m₁ = βb₂ − β′a₂,  u m₂ = ½β′a₁ − ½βb₁,  u m₃ = ½γb₁ − αb₂ − ½β′a₃

v m₁ = γ′a₂ − γb₂,  v m₂ = αb₂ + ½βb₃ − ½γ′a₁,  v m₃ = ½γ′a₃ − ½γb₃

w m₁ = γ′a₁ − β′a₃ − 2αb₂,  w m₂ = αb₁ − α′a₁,  w m₃ = α′a₃ − αb₃

All nine products vanish. Dividing by a nonzero minor gives u = v = w = 0. In geometric terms, the equations a₁, a₂, a₃ say that the vector (w/2, −u, v) has zero cross product with (α, β, γ), and (m₁, m₃, m₂) is the cross product of (α, β, γ) with (α′, β′, γ′). A vector parallel to two independent vectors is zero.

For Sy, the mixed-product rule (A ⊗ B)(C ⊗ D) = AC ⊗ BD gives

T(A)T(B) = AB ⊗ 1 + A ⊗ B + B ⊗ A + 1 ⊗ AB

The cross terms are symmetric in A and B and cancel in the commutator, so [T(A), T(B)] = T([A, B]). The product sz sx − sx sz has rows (0, ½), (−½, 0), which is i sy, so [Sz, Sx] = i Sy. If Sxψ = Szψ = 0, then i Syψ = Sz(Sxψ) − Sx(Szψ) = 0, and Syψ = 0.

For a real vector n, the matrix n·s has rows ½(n_z, n_x − i n_y), ½(n_x + i n_y, −n_z) and is traceless. For a second real vector m, with k = n × m and C = [n·s, m·s] = i k·s,

C₀₁ + C₁₀ = i k_x,  C₀₁ − C₁₀ = k_y,  2C₀₀ = i k_z

so C = 0 forces n × m = 0, and non-parallel axes meet the hypothesis of non-commutation.

### The Lean file

```lean
import Mathlib

open Matrix
open scoped Kronecker

namespace SingletKernel

noncomputable section

/-- Operators on one spin one-half, in the basis up (index 0), down (index 1). -/
abbrev SpinOp := Matrix (Fin 2) (Fin 2) ℂ

/-- States of two spins one-half: amplitudes on the product basis of ℂ² ⊗ ℂ². -/
abbrev TwoSpin := Fin 2 × Fin 2 → ℂ

/-- Operators on two spins one-half. -/
abbrev TwoSpinOp := Matrix (Fin 2 × Fin 2) (Fin 2 × Fin 2) ℂ

/-- The x component of one spin, σx / 2, in units of ħ. -/
def sx : SpinOp := !![0, 1 / 2; 1 / 2, 0]

/-- The y component of one spin, σy / 2, in units of ħ. -/
def sy : SpinOp := !![0, -Complex.I / 2; Complex.I / 2, 0]

/-- The z component of one spin, σz / 2, in units of ħ. -/
def sz : SpinOp := !![1 / 2, 0; 0, -(1 / 2)]

/-- The component n · s of one spin along a real vector n. -/
def spinAlong (n : Fin 3 → ℝ) : SpinOp :=
  (n 0 : ℂ) • sx + (n 1 : ℂ) • sy + (n 2 : ℂ) • sz

/-- The total two-spin operator A ⊗ 1 + 1 ⊗ A built from a one-spin operator A. -/
def total (A : SpinOp) : TwoSpinOp := A ⊗ₖ (1 : SpinOp) + (1 : SpinOp) ⊗ₖ A

/-- The x component of the total spin. -/
def Sx : TwoSpinOp := total sx

/-- The y component of the total spin. -/
def Sy : TwoSpinOp := total sy

/-- The z component of the total spin. -/
def Sz : TwoSpinOp := total sz

/-- The spin-up state. -/
def up : Fin 2 → ℂ := ![1, 0]

/-- The spin-down state. -/
def down : Fin 2 → ℂ := ![0, 1]

/-- The product state a ⊗ b of two spins. -/
def tensor (a b : Fin 2 → ℂ) : TwoSpin := fun p => a p.1 * b p.2

/-- The unnormalised singlet ↑↓ − ↓↑. -/
def singlet : TwoSpin := tensor up down - tensor down up

/-- The unnormalised triplet state ↑↓ + ↓↑. -/
def tripletZero : TwoSpin := tensor up down + tensor down up

/-- The amplitudes of (A ⊗ 1 + 1 ⊗ A) ψ: A acts on the first index plus A acts on the
second index. -/
theorem total_mulVec_apply (A : SpinOp) (ψ : TwoSpin) (i j : Fin 2) :
    (total A *ᵥ ψ) (i, j) =
      A i 0 * ψ (0, j) + A i 1 * ψ (1, j) + (A j 0 * ψ (i, 0) + A j 1 * ψ (i, 1)) := by
  simp only [total, Matrix.mulVec, dotProduct, Fintype.sum_prod_type, Fin.sum_univ_two,
    Matrix.add_apply, Matrix.kroneckerMap_apply, Matrix.one_apply]
  fin_cases i <;> fin_cases j <;> simp <;> ring

/-- Every total operator A ⊗ 1 + 1 ⊗ A multiplies the singlet by the trace of A. -/
theorem total_mulVec_singlet (A : SpinOp) :
    total A *ᵥ singlet = Matrix.trace A • singlet := by
  funext p
  obtain ⟨i, j⟩ := p
  rw [total_mulVec_apply]
  fin_cases i <;> fin_cases j <;>
    simp [singlet, tensor, up, down, Matrix.trace_fin_two]

/-- A two-spin state is a multiple of the singlet exactly when its ↑↑ amplitude, its ↓↓
amplitude and the sum of its ↑↓ and ↓↑ amplitudes vanish. -/
theorem eq_smul_singlet_iff (ψ : TwoSpin) :
    (∃ c : ℂ, ψ = c • singlet) ↔
      ψ (0, 0) = 0 ∧ ψ (1, 1) = 0 ∧ ψ (0, 1) + ψ (1, 0) = 0 := by
  constructor
  · rintro ⟨c, rfl⟩
    refine ⟨?_, ?_, ?_⟩ <;> simp [singlet, tensor, up, down]
  · rintro ⟨h1, h2, h3⟩
    have h3' : ψ (1, 0) = -ψ (0, 1) := by linear_combination h3
    refine ⟨ψ (0, 1), ?_⟩
    funext p
    obtain ⟨i, j⟩ := p
    fin_cases i <;> fin_cases j
    · simpa [singlet, tensor, up, down] using h1
    · simp [singlet, tensor, up, down]
    · simpa [singlet, tensor, up, down] using h3'
    · simpa [singlet, tensor, up, down] using h2

/-- If the total operator of a traceless A annihilates ψ, then the ↑↑ amplitude, the ↓↓
amplitude and the sum of the ↑↓ and ↓↑ amplitudes obey these three linear equations. -/
theorem kernel_equations (A : SpinOp) (hA : Matrix.trace A = 0) (ψ : TwoSpin)
    (h : total A *ᵥ ψ = 0) :
    2 * A 0 0 * ψ (0, 0) + A 0 1 * (ψ (0, 1) + ψ (1, 0)) = 0 ∧
      A 0 1 * ψ (1, 1) + A 1 0 * ψ (0, 0) = 0 ∧
      A 1 0 * (ψ (0, 1) + ψ (1, 0)) - 2 * A 0 0 * ψ (1, 1) = 0 := by
  rw [Matrix.trace_fin_two] at hA
  have e : ∀ i j : Fin 2,
      A i 0 * ψ (0, j) + A i 1 * ψ (1, j) + (A j 0 * ψ (i, 0) + A j 1 * ψ (i, 1)) = 0 :=
    fun i j => (total_mulVec_apply A ψ i j).symm.trans (congrFun h (i, j))
  refine ⟨?_, ?_, ?_⟩
  · linear_combination e 0 0
  · linear_combination e 0 1 - ψ (0, 1) * hA
  · linear_combination e 1 1 - 2 * ψ (1, 1) * hA

/-- For two traceless one-spin operators that do not commute, a state is annihilated by both
total operators if and only if it is a multiple of the singlet. -/
theorem common_kernel (A B : SpinOp) (hA : Matrix.trace A = 0) (hB : Matrix.trace B = 0)
    (hAB : A * B ≠ B * A) (ψ : TwoSpin) :
    (total A *ᵥ ψ = 0 ∧ total B *ᵥ ψ = 0) ↔ ∃ c : ℂ, ψ = c • singlet := by
  constructor
  · rintro ⟨ha, hb⟩
    obtain ⟨a1, a2, a3⟩ := kernel_equations A hA ψ ha
    obtain ⟨b1, b2, b3⟩ := kernel_equations B hB ψ hb
    rw [Matrix.trace_fin_two] at hA hB
    -- the commutator has rows (m1, 2 m2), (2 m3, −m1), so the minors cannot all vanish
    have key : ∀ t : ℂ, t * (A 0 1 * B 1 0 - B 0 1 * A 1 0) = 0 →
        t * (A 0 0 * B 0 1 - A 0 1 * B 0 0) = 0 →
        t * (A 1 0 * B 0 0 - A 0 0 * B 1 0) = 0 → t = 0 := by
      intro t h1 h2 h3
      by_contra ht
      have m1 := (mul_eq_zero.mp h1).resolve_left ht
      have m2 := (mul_eq_zero.mp h2).resolve_left ht
      have m3 := (mul_eq_zero.mp h3).resolve_left ht
      have c00 : (A * B) 0 0 = (B * A) 0 0 := by
        simp only [Matrix.mul_apply, Fin.sum_univ_two]
        linear_combination m1
      have c01 : (A * B) 0 1 = (B * A) 0 1 := by
        simp only [Matrix.mul_apply, Fin.sum_univ_two]
        linear_combination 2 * m2 + A 0 1 * hB - B 0 1 * hA
      have c10 : (A * B) 1 0 = (B * A) 1 0 := by
        simp only [Matrix.mul_apply, Fin.sum_univ_two]
        linear_combination 2 * m3 + B 1 0 * hA - A 1 0 * hB
      have c11 : (A * B) 1 1 = (B * A) 1 1 := by
        simp only [Matrix.mul_apply, Fin.sum_univ_two]
        linear_combination -m1
      apply hAB
      ext i j
      fin_cases i <;> fin_cases j
      exacts [c00, c01, c10, c11]
    -- each of the three symmetric amplitudes annihilates every minor
    rw [eq_smul_singlet_iff]
    refine ⟨key _ ?_ ?_ ?_, key _ ?_ ?_ ?_, key _ ?_ ?_ ?_⟩
    · linear_combination A 0 1 * b2 - B 0 1 * a2
    · linear_combination (B 0 1 / 2) * a1 - (A 0 1 / 2) * b1
    · linear_combination (A 1 0 / 2) * b1 - A 0 0 * b2 - (B 0 1 / 2) * a3
    · linear_combination B 1 0 * a2 - A 1 0 * b2
    · linear_combination A 0 0 * b2 + (A 0 1 / 2) * b3 - (B 1 0 / 2) * a1
    · linear_combination (B 1 0 / 2) * a3 - (A 1 0 / 2) * b3
    · linear_combination B 1 0 * a1 - B 0 1 * a3 - 2 * A 0 0 * b2
    · linear_combination A 0 0 * b1 - B 0 0 * a1
    · linear_combination B 0 0 * a3 - A 0 0 * b3
  · rintro ⟨c, rfl⟩
    simp only [Matrix.mulVec_smul, total_mulVec_singlet, hA, hB, zero_smul, smul_zero,
      and_self]

/-- The operators sx and sz are traceless and do not commute, and the singlet is not the
zero vector. -/
theorem common_kernel_witness :
    Matrix.trace sx = 0 ∧ Matrix.trace sz = 0 ∧ sx * sz ≠ sz * sx ∧ singlet ≠ 0 := by
  refine ⟨?_, ?_, ?_, ?_⟩
  · simp [sx, Matrix.trace_fin_two]
  · simp [sz, Matrix.trace_fin_two]
  · intro h
    have h01 := congrFun (congrFun h 0) 1
    norm_num [sx, sz, Matrix.mul_apply, Fin.sum_univ_two] at h01
  · intro h
    have h01 := congrFun h (0, 1)
    simp [singlet, tensor, up, down] at h01

/-- The commutator of two total operators is the total operator of the one-spin
commutator. -/
theorem total_commutator (A B : SpinOp) :
    total A * total B - total B * total A = total (A * B - B * A) := by
  simp only [total, Matrix.add_mul, Matrix.mul_add, ← Matrix.mul_kronecker_mul,
    Matrix.mul_one, Matrix.one_mul]
  ext p q
  simp only [Matrix.add_apply, Matrix.sub_apply, Matrix.kroneckerMap_apply]
  ring

/-- The total spin obeys Sz Sx − Sx Sz = i Sy. -/
theorem total_commutator_zx : Sz * Sx - Sx * Sz = Complex.I • Sy := by
  have h1 : sz * sx - sx * sz = Complex.I • sy := by
    ext i j
    fin_cases i <;> fin_cases j <;>
      simp [sx, sy, sz] <;>
      first
        | ring1
        | linear_combination (1 / 2 : ℂ) * Complex.I_sq
        | linear_combination (-1 / 2 : ℂ) * Complex.I_sq
  have h2 : total (Complex.I • sy) = Complex.I • total sy := by
    ext p q
    simp only [total, Matrix.add_apply, Matrix.smul_apply, Matrix.kroneckerMap_apply,
      smul_eq_mul]
    ring
  unfold Sx Sy Sz
  rw [total_commutator, h1, h2]

/-- A state annihilated by total Sx and total Sz is annihilated by total Sy. -/
theorem Sy_annihilates (ψ : TwoSpin) (hx : Sx *ᵥ ψ = 0) (hz : Sz *ᵥ ψ = 0) :
    Sy *ᵥ ψ = 0 := by
  have hS : (Complex.I • Sy) *ᵥ ψ = Complex.I • (Sy *ᵥ ψ) := by
    funext p
    simp only [Matrix.mulVec, dotProduct, Matrix.smul_apply, Pi.smul_apply, smul_eq_mul,
      Finset.mul_sum, mul_assoc]
  -- the commutator annihilates ψ, and it equals i Sy
  have h : (Sz * Sx - Sx * Sz) *ᵥ ψ = 0 := by
    rw [Matrix.sub_mulVec, ← Matrix.mulVec_mulVec, ← Matrix.mulVec_mulVec, hx, hz]
    simp
  rw [total_commutator_zx, hS] at h
  exact (smul_eq_zero.mp h).resolve_left Complex.I_ne_zero

/-- A two-spin state is annihilated by both total Sx and total Sz if and only if it is a
multiple of the singlet ↑↓ − ↓↑, and such a state is also annihilated by total Sy. -/
theorem annihilated_iff_singlet (ψ : TwoSpin) :
    ((Sx *ᵥ ψ = 0 ∧ Sz *ᵥ ψ = 0) ↔ ∃ c : ℂ, ψ = c • singlet) ∧
      ((Sx *ᵥ ψ = 0 ∧ Sz *ᵥ ψ = 0) → Sy *ᵥ ψ = 0) :=
  ⟨common_kernel sx sz common_kernel_witness.1 common_kernel_witness.2.1
      common_kernel_witness.2.2.1 ψ,
    fun h => Sy_annihilates ψ h.1 h.2⟩

/-- For two real axes n and m with n × m ≠ 0, a state is annihilated by the total spin along
both axes if and only if it is a multiple of the singlet. -/
theorem annihilated_along_axes_iff_singlet (n m : Fin 3 → ℝ) (hnm : crossProduct n m ≠ 0)
    (ψ : TwoSpin) :
    (total (spinAlong n) *ᵥ ψ = 0 ∧ total (spinAlong m) *ᵥ ψ = 0) ↔
      ∃ c : ℂ, ψ = c • singlet := by
  have e00 : ∀ v : Fin 3 → ℝ, spinAlong v 0 0 = (v 2 : ℂ) / 2 := by
    intro v
    simp [spinAlong, sx, sy, sz]
    ring
  have e01 : ∀ v : Fin 3 → ℝ,
      spinAlong v 0 1 = ((v 0 : ℂ) - Complex.I * (v 1 : ℂ)) / 2 := by
    intro v
    simp [spinAlong, sx, sy, sz]
    ring
  have e10 : ∀ v : Fin 3 → ℝ,
      spinAlong v 1 0 = ((v 0 : ℂ) + Complex.I * (v 1 : ℂ)) / 2 := by
    intro v
    simp [spinAlong, sx, sy, sz]
    ring
  have e11 : ∀ v : Fin 3 → ℝ, spinAlong v 1 1 = -((v 2 : ℂ) / 2) := by
    intro v
    simp [spinAlong, sx, sy, sz]
    ring
  have htr : ∀ v : Fin 3 → ℝ, Matrix.trace (spinAlong v) = 0 := by
    intro v
    rw [Matrix.trace_fin_two, e00 v, e11 v]
    ring
  refine common_kernel _ _ (htr n) (htr m) ?_ ψ
  -- the components of n × m are linear combinations of the entries of the commutator
  intro h
  have h00 := congrFun (congrFun h 0) 0
  have h01 := congrFun (congrFun h 0) 1
  have h10 := congrFun (congrFun h 1) 0
  simp only [Matrix.mul_apply, Fin.sum_univ_two, e00, e01, e10, e11] at h00 h01 h10
  have hx : n 1 * m 2 - n 2 * m 1 = 0 := by
    have h1 : Complex.I * ((n 1 : ℂ) * (m 2 : ℂ) - (n 2 : ℂ) * (m 1 : ℂ)) = 0 := by
      linear_combination h01 + h10
    have h2 := (mul_eq_zero.mp h1).resolve_left Complex.I_ne_zero
    exact_mod_cast h2
  have hy : n 2 * m 0 - n 0 * m 2 = 0 := by
    have h1 : (n 2 : ℂ) * (m 0 : ℂ) - (n 0 : ℂ) * (m 2 : ℂ) = 0 := by
      linear_combination h01 - h10
    exact_mod_cast h1
  have hz : n 0 * m 1 - n 1 * m 0 = 0 := by
    have h1 : Complex.I * ((n 0 : ℂ) * (m 1 : ℂ) - (n 1 : ℂ) * (m 0 : ℂ)) = 0 := by
      linear_combination 2 * h00
    have h2 := (mul_eq_zero.mp h1).resolve_left Complex.I_ne_zero
    exact_mod_cast h2
  apply hnm
  rw [cross_apply, hx, hy, hz]
  funext i
  fin_cases i <;> rfl

/-- The state ↑↓ + ↓↑ is annihilated by total Sz, is not annihilated by total Sx, and is not
a multiple of the singlet. -/
theorem Sz_alone_not_enough :
    Sz *ᵥ tripletZero = 0 ∧ Sx *ᵥ tripletZero ≠ 0 ∧
      ¬ ∃ c : ℂ, tripletZero = c • singlet := by
  refine ⟨?_, ?_, ?_⟩
  · funext p
    obtain ⟨i, j⟩ := p
    unfold Sz
    rw [total_mulVec_apply]
    fin_cases i <;> fin_cases j <;> norm_num [sz, tripletZero, tensor, up, down]
  · intro h
    have h00 := congrFun h (0, 0)
    unfold Sx at h00
    rw [total_mulVec_apply] at h00
    norm_num [sx, tripletZero, tensor, up, down] at h00
  · rw [eq_smul_singlet_iff]
    rintro ⟨-, -, h⟩
    norm_num [tripletZero, tensor, up, down] at h

end

end SingletKernel
```

```lean
#print axioms SingletKernel.common_kernel
#print axioms SingletKernel.annihilated_iff_singlet
#print axioms SingletKernel.annihilated_along_axes_iff_singlet
#print axioms SingletKernel.Sz_alone_not_enough
```

```
'SingletKernel.common_kernel' depends on axioms: [propext, Classical.choice, Quot.sound]
'SingletKernel.annihilated_iff_singlet' depends on axioms: [propext, Classical.choice, Quot.sound]
'SingletKernel.annihilated_along_axes_iff_singlet' depends on axioms: [propext, Classical.choice, Quot.sound]
'SingletKernel.Sz_alone_not_enough' depends on axioms: [propext, Classical.choice, Quot.sound]
```

### The statements in words

`annihilated_iff_singlet` has no hypothesis. For every two-spin state ψ, the conjunction `Sx *ᵥ ψ = 0 ∧ Sz *ᵥ ψ = 0` is equivalent to `∃ c : ℂ, ψ = c • singlet`, and the same conjunction implies `Sy *ᵥ ψ = 0`. The value c = 0 is allowed, so the zero vector sits on both sides of the equivalence. `common_kernel_witness` records `singlet ≠ 0`, so the common kernel is not just the zero vector.

`common_kernel` is the general form. A and B are any complex 2×2 matrices, not required to be Hermitian, with `hA` and `hB` stating that they are traceless and `hAB` stating `A * B ≠ B * A`. `annihilated_along_axes_iff_singlet` specialises it to `spinAlong n` and `spinAlong m` for real vectors with `crossProduct n m ≠ 0`. The vectors need be neither normalised nor orthogonal, and the hypothesis excludes a zero vector. `Sz_alone_not_enough` states that ↑↓ + ↓↑ is annihilated by Sz, is not annihilated by Sx, and is not a multiple of the singlet.

### How the proof follows the derivation

`total_mulVec_apply` is the component formula, and `total_mulVec_singlet` evaluates it on the four components of the singlet. `eq_smul_singlet_iff` is the criterion u = v = w = 0, with `ψ (0, 1)` supplied as the factor. `kernel_equations` takes the components `e 0 0`, `e 0 1`, `e 1 1` and subtracts multiples of the trace condition to remove A₁₁, which yields a₁, a₂, a₃.

Inside `common_kernel`, the step `key` says that a number t whose products with m₁, m₂, m₃ all vanish is zero. If t ≠ 0 the minors vanish, `c00` to `c11` show that AB and BA agree entry by entry, and this contradicts `hAB`. The nine `linear_combination` lines that follow are the nine identities above, in the same order. The reverse direction uses the trace formula with `hA` and `hB`.

`total_commutator` expands the products with `Matrix.mul_kronecker_mul` and lets the cross terms cancel. `total_commutator_zx` combines it with the one-spin relation `h1` and with `h2`, which moves the factor i through `total`. `Sy_annihilates` applies the commutator to ψ and cancels i, without using the singlet. In the theorem on axes, `hx`, `hy`, `hz` extract the three components of n × m from the sum, the difference and the diagonal entry of the commutator. `Sz_alone_not_enough` reads off the ↑↑ amplitude of Sx(↑↓ + ↓↑), which is 1, and finds w = 2.

### Remarks

Neither kind of hypothesis in `common_kernel` can be dropped. Without non-commutation, A = B = sz leaves ↑↓ + ↓↑ in the common kernel, and the same state serves for n = m along z. Without tracelessness, A = sx + 1 still fails to commute with sz, but its trace is 2, so T(A) doubles the singlet and the "if" direction fails.

The result bears on the spin part of a two-electron wavefunction, treated here as two spins ½ with no spatial factor: zero spin projection along z does not make the state a singlet, while annihilation by the total spin both along z and along a second, non-parallel axis does. The file does not define S², so the identification of the singlet with total spin quantum number S = 0 is left unproved here, as is invariance under finite rotations. Spins above ½ and fermionic antisymmetry are not treated. With more than two spins the common kernel need not be a single line: four spins ½ have two linearly independent singlets.
